# Square-summability of the Bethe-lattice Green function for hopping T/√z and energies above 2T

The formulas in the file are those of a single non-interacting particle on the infinite Bethe lattice, with `z ≥ 2` neighbours per site, zero on-site energy and hopping matrix element +t between neighbours, where t = T/√z; the file takes them as definitions and does not derive them from a Hamiltonian. The theorem `square_summable` says that, for real energy w > 2T > 0, the series over n ≥ 0 of z(z − 1)ⁿ times the squared Green function at distance n + 1 converges. Since z(z − 1)ⁿ is the number of sites at that distance, this means that the squares of the Green function from one site to all the others have a finite sum. The condition w > 2T is slightly stronger than being above the band, whose upper edge is 2t√(z − 1) = 2T√(1 − 1/z). The proof takes a geometric series with ratio (z − 1)(tg)² = 1 − gR, where g is the cavity Green function and R the square root in its formula, and shows that the ratio is at least 0 and less than 1. It then multiplies the series by a constant and tries to show that the result agrees term by term with the series in the theorem.

Lean 4 with Mathlib refuses this proof:

```lean
import Mathlib

open Filter Topology

namespace SquareSummable

noncomputable section

variable {w T : ℝ} {z : ℕ}

/-- Hopping amplitude `t = T / √z` on a lattice with `z ≥ 1` neighbours per site. -/
def hop (T : ℝ) (z : ℕ) : ℝ := T / √(z : ℝ)

/-- The square root `R = √(w² - 4 (z - 1) t²)` at energy `w`. -/
def root (w T : ℝ) (z : ℕ) : ℝ := √(w ^ 2 - 4 * ((z : ℝ) - 1) * hop T z ^ 2)

/-- Cavity Green function `g = (w - R) / (2 (z - 1) t²)` at energies above the band, for `z ≥ 2` and
`T ≠ 0`. -/
def cavity (w T : ℝ) (z : ℕ) : ℝ :=
  (w - root w T z) / (2 * ((z : ℝ) - 1) * hop T z ^ 2)

/-- Local Green function `G = 1 / (w - z t² g)` of a site with all `z` neighbours, at energies above
the band, for `z ≥ 2` and `T ≠ 0`. -/
def siteG (w T : ℝ) (z : ℕ) : ℝ := 1 / (w - z * hop T z ^ 2 * cavity w T z)

/-- Green function `G (t g)ⁿ` between two sites at distance `n`, at energies above the band, for
`z ≥ 2` and `T ≠ 0`. -/
def treeG (w T : ℝ) (z n : ℕ) : ℝ := siteG w T z * (hop T z * cavity w T z) ^ n

/-- The squared hopping is `t² = T² / z`. -/
theorem hop_sq (T : ℝ) (z : ℕ) : hop T z ^ 2 = T ^ 2 / z := by
  unfold hop
  rw [div_pow, Real.sq_sqrt (Nat.cast_nonneg z)]

/-- For `w > 2T > 0` and `z ≥ 2` the root `R` is positive, and its square is
`w² - 4 (z - 1) t²`. -/
theorem root_pos_sq (hT : 0 < T) (hw : 2 * T < w) (hz : 2 ≤ z) :
    0 < root w T z ∧ root w T z ^ 2 = w ^ 2 - 4 * ((z : ℝ) - 1) * hop T z ^ 2 := by
  have hz' : (2 : ℝ) ≤ z := by exact_mod_cast hz
  have hz0 : (z : ℝ) ≠ 0 := by linarith
  have hh : (z : ℝ) * hop T z ^ 2 = T ^ 2 := by rw [hop_sq]; field_simp
  have hb : 0 < (w - 2 * T) * (w + 2 * T) := mul_pos (by linarith) (by linarith)
  have hrad : 0 < w ^ 2 - 4 * ((z : ℝ) - 1) * hop T z ^ 2 := by
    nlinarith [sq_nonneg (hop T z)]
  exact ⟨Real.sqrt_pos.2 hrad, Real.sq_sqrt hrad.le⟩

/-- For `w > 2T > 0` and `z ≥ 2` the cavity function is positive and obeys
`g (w + R) = 2` and `2 (z - 1) t² g = w - R`. -/
theorem cavity_relations (hT : 0 < T) (hw : 2 * T < w) (hz : 2 ≤ z) :
    0 < cavity w T z ∧ cavity w T z * (w + root w T z) = 2 ∧
      2 * ((z : ℝ) - 1) * hop T z ^ 2 * cavity w T z = w - root w T z := by
  obtain ⟨hR, hR2⟩ := root_pos_sq hT hw hz
  have hz' : (2 : ℝ) ≤ z := by exact_mod_cast hz
  have ht : 0 < hop T z ^ 2 := by
    rw [hop_sq]
    exact div_pos (pow_pos hT 2) (by linarith)
  have hd : 0 < 2 * ((z : ℝ) - 1) * hop T z ^ 2 := mul_pos (by linarith) ht
  have hs : 0 < w + root w T z := by linarith
  -- rationalise the numerator
  have hg : cavity w T z = 2 / (w + root w T z) := by
    unfold cavity
    rw [div_eq_div_iff hd.ne' hs.ne']
    linear_combination -hR2
  have hself : w - root w T z = cavity w T z * (2 * ((z : ℝ) - 1) * hop T z ^ 2) :=
    (div_eq_iff hd.ne').1 rfl
  exact ⟨by rw [hg]; exact div_pos two_pos hs, (eq_div_iff hs.ne').1 hg,
    by linear_combination -hself⟩

/-- For `w > 2T > 0` and `z ≥ 2` the squares of `treeG` at distances `n + 1`, weighted by
`z (z - 1)ⁿ`, form a summable series over `n ≥ 0`. -/
theorem square_summable (hT : 0 < T) (hw : 2 * T < w) (hz : 2 ≤ z) :
    Summable fun n : ℕ => (z : ℝ) * ((z : ℝ) - 1) ^ n * treeG w T z (n + 1) ^ 2 := by
  obtain ⟨h1, h2, h3⟩ := cavity_relations hT hw hz
  have hR := (root_pos_sq hT hw hz).1
  have hz' : (2 : ℝ) ≤ z := by exact_mod_cast hz
  -- the ratio of successive shells is `1 - g R`
  have hq : ((z : ℝ) - 1) * (hop T z * cavity w T z) ^ 2
      = 1 - cavity w T z * root w T z := by
    linear_combination cavity w T z / 2 * h3 + h2 / 2
  have hq0 : 0 ≤ ((z : ℝ) - 1) * (hop T z * cavity w T z) ^ 2 :=
    mul_nonneg (by linarith) (sq_nonneg _)
  have hq1 : ((z : ℝ) - 1) * (hop T z * cavity w T z) ^ 2 < 1 := by
    rw [hq]
    linarith [mul_pos h1 hR]
  refine ((summable_geometric_of_lt_one hq0 hq1).mul_left
    ((z : ℝ) * siteG w T z ^ 2 * (hop T z * cavity w T z) ^ 2)).congr fun n => ?_
  simp only [treeG]
  rw [mul_pow]
  ring

end

end SquareSummable
```

The compiler's answer:

```
Try this:
  [apply] ring_nf
  
  The `ring` tactic failed to close the goal. Use `ring_nf` to obtain a normal form.
    
  Note that `ring` works primarily in *commutative* rings. If you have a noncommutative ring, abelian group or module, consider using `noncomm_ring`, `abel` or `module` instead.
Main.lean:72:83: error: unsolved goals
w T : ℝ
z : ℕ
hT : 0 < T
hw : 2 * T < w
hz : 2 ≤ z
h1 : 0 < cavity w T z
h2 : cavity w T z * (w + root w T z) = 2
h3 : 2 * (↑z - 1) * hop T z ^ 2 * cavity w T z = w - root w T z
hR : 0 < root w T z
hz' : 2 ≤ ↑z
hq : (↑z - 1) * (hop T z * cavity w T z) ^ 2 = 1 - cavity w T z * root w T z
hq0 : 0 ≤ (↑z - 1) * (hop T z * cavity w T z) ^ 2
hq1 : (↑z - 1) * (hop T z * cavity w T z) ^ 2 < 1
n : ℕ
⊢ ↑z * siteG w T z ^ 2 * hop T z ^ 2 * cavity w T z ^ 2 *
      (↑z * hop T z ^ 2 * cavity w T z ^ 2 - hop T z ^ 2 * cavity w T z ^ 2) ^ n =
    ↑z * siteG w T z ^ 2 * hop T z ^ 2 * hop T z ^ (n * 2) * cavity w T z ^ 2 * cavity w T z ^ (n * 2) * (-1 + ↑z) ^ n
```

Diagnosis. The error is an unsolved goal: the last `ring` could not prove that the terms of the two series are equal. The "Try this" message reports the same failure and suggests `ring_nf`, which only gives a normal form.

The step needs the `n`-th power of the ratio, `((z - 1) * (hop T z * cavity w T z) ^ 2) ^ n`, to be split into a product of powers. But `rw [mul_pow]` names no arguments, so the first match fixes them. That match is the square `(hop T z * cavity w T z) ^ 2` in the constant in front of the geometric series. The rewrite splits this square wherever it occurs, including inside the ratio, but leaves the outer `n`-th power whole. `ring` then multiplied out the base of that power into a difference of two terms, still raised to the variable power `n`, and did not match this with the separate factor `(-1 + ↑z) ^ n` on the right.

The repair gives `mul_pow` its two factors and the exponent `n`, so the rewrite splits the intended power. `(z - 1) ^ n` is then a separate factor on both sides, and `ring` can close the goal. The changed comment has no effect on the proof; it only makes clear that the ratio is between terms of the series, not between numbers of sites.

This version goes through:

```diff
@@ -74,5 +74,5 @@
   have hR := (root_pos_sq hT hw hz).1
   have hz' : (2 : ℝ) ≤ z := by exact_mod_cast hz
-  -- the ratio of successive shells is `1 - g R`
+  -- the ratio of successive terms of the series is `1 - g R`
   have hq : ((z : ℝ) - 1) * (hop T z * cavity w T z) ^ 2
       = 1 - cavity w T z * root w T z := by
@@ -86,5 +86,5 @@
     ((z : ℝ) * siteG w T z ^ 2 * (hop T z * cavity w T z) ^ 2)).congr fun n => ?_
   simp only [treeG]
-  rw [mul_pow]
+  rw [mul_pow ((z : ℝ) - 1) ((hop T z * cavity w T z) ^ 2) n]
   ring
 
```
